# The linear E⊗e Jahn–Teller relaxation energy of a doublet with occupations p and 1−p is F²(2p−1)²/(2k)

A colour centre with one electron in a doubly degenerate orbital level can lower its energy by distorting along two coordinates x and y, against a stiffness k > 0 and with a linear coupling F. The electron is described by a real symmetric 2×2 occupation matrix R with eigenvalues p and 1−p, and the energy relative to the undistorted centre is k(x²+y²)/2 + F Tr(R V), where V = [[x, y], [y, −x]].

```lean
import Mathlib

open Polynomial

namespace JahnTellerFractionalOccupation

noncomputable section

/-- The linear Jahn-Teller coupling matrix of an orbital doublet to the two
distortion coordinates `x` and `y`. -/
def coupling (x y : ℝ) : Matrix (Fin 2) (Fin 2) ℝ := !![x, y; y, -x]

/-- The energy of the distorted centre: elastic energy of stiffness `k` plus the linear
coupling of strength `F`, averaged over the occupation matrix `R`. -/
def energy (k F : ℝ) (R : Matrix (Fin 2) (Fin 2) ℝ) (x y : ℝ) : ℝ :=
  k * (x ^ 2 + y ^ 2) / 2 + F * (R * coupling x y).trace

/-- The occupation matrix `R` has the eigenvalues `p` and `q`, counted with multiplicity. -/
def HasOccupations (R : Matrix (Fin 2) (Fin 2) ℝ) (p q : ℝ) : Prop :=
  R.charpoly = (X - C p) * (X - C q)

/-- The occupation matrix with occupations `p` and `q` in two orthogonal orbitals that are
rotated by the angle `θ` from the basis orbitals. -/
def rotated (p q θ : ℝ) : Matrix (Fin 2) (Fin 2) ℝ :=
  !![p * Real.cos θ ^ 2 + q * Real.sin θ ^ 2, (p - q) * (Real.cos θ * Real.sin θ);
    (p - q) * (Real.cos θ * Real.sin θ), p * Real.sin θ ^ 2 + q * Real.cos θ ^ 2]

/-- The rotated occupation matrix is symmetric and has the eigenvalues `p` and `q`. -/
theorem occupations_witness (p q θ : ℝ) :
    (rotated p q θ).IsSymm ∧ HasOccupations (rotated p q θ) p q := by
  have h := Real.sin_sq_add_cos_sq θ
  constructor
  · exact Matrix.IsSymm.ext (fun i j => by fin_cases i <;> fin_cases j <;> rfl)
  · have ht : (rotated p q θ).trace = p + q := by
      rw [rotated, Matrix.trace_fin_two_of]
      linear_combination (p + q) * h
    have hd : (rotated p q θ).det = p * q := by
      rw [rotated, Matrix.det_fin_two_of]
      linear_combination p * q * (Real.sin θ ^ 2 + Real.cos θ ^ 2 + 1) * h
    unfold HasOccupations
    rw [Matrix.charpoly_fin_two, ht, hd]
    simp only [C_add, C_mul]
    ring

/-- For a symmetric occupation matrix, the population difference and the coherence of the two
basis orbitals combine to the squared difference of the occupations. -/
theorem anisotropy_sq {R : Matrix (Fin 2) (Fin 2) ℝ} {p q : ℝ}
    (hs : R.IsSymm) (hR : HasOccupations R p q) :
    (R 0 0 - R 1 1) ^ 2 + 4 * R 0 1 ^ 2 = (p - q) ^ 2 := by
  have h10 : R 1 0 = R 0 1 := hs.apply 0 1
  unfold HasOccupations at hR
  rw [Matrix.charpoly_fin_two, Matrix.trace_fin_two, Matrix.det_fin_two] at hR
  -- two values of the characteristic polynomial fix trace and determinant
  have h0 := congrArg (Polynomial.eval 0) hR
  have h1 := congrArg (Polynomial.eval 1) hR
  simp only [eval_add, eval_sub, eval_mul, eval_pow, eval_X, eval_C] at h0 h1
  have ht : R 0 0 + R 1 1 = p + q := by linear_combination h0 - h1
  have hd : R 0 0 * R 1 1 - R 0 1 * R 1 0 = p * q := by linear_combination h0
  linear_combination (R 0 0 + R 1 1 + p + q) * ht - 4 * hd - 4 * R 0 1 * h10

/-- For nonzero stiffness and a symmetric occupation matrix with eigenvalues `p` and `q`, the energy
is `k/2` times the squared distance from a displaced centre, minus the constant `F²(p-q)²/(2k)`. -/
theorem energy_eq_displaced {k F p q : ℝ} {R : Matrix (Fin 2) (Fin 2) ℝ} (hk : k ≠ 0)
    (hs : R.IsSymm) (hR : HasOccupations R p q) (x y : ℝ) :
    energy k F R x y =
      k / 2 * ((x + F * (R 0 0 - R 1 1) / k) ^ 2 + (y + 2 * F * R 0 1 / k) ^ 2)
        - F ^ 2 * (p - q) ^ 2 / (2 * k) := by
  have h10 : R 1 0 = R 0 1 := hs.apply 0 1
  have ht : (R * coupling x y).trace = (R 0 0 - R 1 1) * x + 2 * R 0 1 * y := by
    simp [coupling, Matrix.trace_fin_two, Matrix.mul_apply, Fin.sum_univ_two]
    linear_combination y * h10
  rw [energy, ht, ← anisotropy_sq hs hR]
  field_simp
  ring

/-- For positive stiffness and a symmetric occupation matrix with eigenvalues `p` and `q`, the
minimum of the energy over all distortions is `-F²(p-q)²/(2k)`. -/
theorem relaxation_general {k F p q : ℝ} {R : Matrix (Fin 2) (Fin 2) ℝ} (hk : 0 < k)
    (hs : R.IsSymm) (hR : HasOccupations R p q) :
    IsLeast (Set.range fun v : ℝ × ℝ => energy k F R v.1 v.2)
      (-(F ^ 2 * (p - q) ^ 2 / (2 * k))) := by
  constructor
  · -- the minimum is reached at the centre of the displaced oscillator
    refine ⟨(-(F * (R 0 0 - R 1 1) / k), -(2 * F * R 0 1 / k)), ?_⟩
    dsimp only
    rw [energy_eq_displaced hk.ne' hs hR]
    ring
  · rintro _ ⟨v, rfl⟩
    dsimp only
    rw [energy_eq_displaced hk.ne' hs hR]
    have h : 0 ≤ k / 2 * ((v.1 + F * (R 0 0 - R 1 1) / k) ^ 2
        + (v.2 + 2 * F * R 0 1 / k) ^ 2) := by positivity
    linarith

/-- For positive stiffness and a symmetric occupation matrix with eigenvalues `p` and `q`, exactly
one distortion has the energy `-F²(p-q)²/(2k)`; its components are `-F(R₀₀-R₁₁)/k` and `-2FR₀₁/k`.
-/
theorem relaxed_distortion_iff {k F p q : ℝ} {R : Matrix (Fin 2) (Fin 2) ℝ} (hk : 0 < k)
    (hs : R.IsSymm) (hR : HasOccupations R p q) (x y : ℝ) :
    energy k F R x y = -(F ^ 2 * (p - q) ^ 2 / (2 * k)) ↔
      x = -(F * (R 0 0 - R 1 1) / k) ∧ y = -(2 * F * R 0 1 / k) := by
  rw [energy_eq_displaced hk.ne' hs hR]
  constructor
  · intro h
    have h0 : k / 2 * ((x + F * (R 0 0 - R 1 1) / k) ^ 2
        + (y + 2 * F * R 0 1 / k) ^ 2) = 0 := by linarith
    have h1 := (mul_eq_zero.mp h0).resolve_left (by positivity)
    -- a vanishing sum of two squares has vanishing terms
    have hx : (x + F * (R 0 0 - R 1 1) / k) ^ 2 = 0 :=
      le_antisymm (by linarith [sq_nonneg (y + 2 * F * R 0 1 / k)]) (sq_nonneg _)
    have hy : (y + 2 * F * R 0 1 / k) ^ 2 = 0 := by linarith
    exact ⟨eq_neg_of_add_eq_zero_left (pow_eq_zero_iff two_ne_zero |>.mp hx),
      eq_neg_of_add_eq_zero_left (pow_eq_zero_iff two_ne_zero |>.mp hy)⟩
  · rintro ⟨rfl, rfl⟩
    ring

/-- One electron in the doublet: for positive stiffness and a symmetric occupation matrix with
eigenvalues `p` and `1-p`, the minimum of the energy is `-F²(2p-1)²/(2k)`. -/
theorem jahnTeller_relaxation {k F p : ℝ} {R : Matrix (Fin 2) (Fin 2) ℝ} (hk : 0 < k)
    (hs : R.IsSymm) (hR : HasOccupations R p (1 - p)) :
    IsLeast (Set.range fun v : ℝ × ℝ => energy k F R v.1 v.2)
      (-(F ^ 2 * (2 * p - 1) ^ 2 / (2 * k))) := by
  have h := relaxation_general (F := F) hk hs hR
  have e : p - (1 - p) = 2 * p - 1 := by ring
  rwa [e] at h

/-- For positive stiffness, nonzero coupling and a symmetric occupation matrix with eigenvalues
`p` and `1-p`, the minimum energy is zero exactly when the two occupations are equal. -/
theorem no_relaxation_iff {k F p : ℝ} {R : Matrix (Fin 2) (Fin 2) ℝ} (hk : 0 < k)
    (hF : F ≠ 0) (hs : R.IsSymm) (hR : HasOccupations R p (1 - p)) :
    IsLeast (Set.range fun v : ℝ × ℝ => energy k F R v.1 v.2) 0 ↔ p = 1 / 2 := by
  have h := jahnTeller_relaxation (F := F) hk hs hR
  constructor
  · intro h0
    have e := h.unique h0
    by_contra hp
    have hq : 2 * p - 1 ≠ 0 := fun hz => hp (by linarith)
    -- unequal occupations would lower the energy strictly
    have h2 : 0 < (2 * p - 1) ^ 2 :=
      lt_of_le_of_ne (sq_nonneg _) (Ne.symm (pow_ne_zero 2 hq))
    have h3 : 0 < F ^ 2 * (2 * p - 1) ^ 2 / (2 * k) :=
      div_pos (mul_pos (by positivity) h2) (by positivity)
    linarith
  · intro hp
    have e : -(F ^ 2 * (2 * p - 1) ^ 2 / (2 * k)) = 0 := by
      rw [hp]
      norm_num
    rwa [e] at h

/-- For positive stiffness and a symmetric occupation matrix with eigenvalues `p` and `1-p`
between 0 and 1, no distortion lowers the energy by more than `F²/(2k)`. -/
theorem relaxation_bound {k F p : ℝ} {R : Matrix (Fin 2) (Fin 2) ℝ} (hk : 0 < k)
    (hp0 : 0 ≤ p) (hp1 : p ≤ 1) (hs : R.IsSymm) (hR : HasOccupations R p (1 - p))
    (x y : ℝ) : -(F ^ 2 / (2 * k)) ≤ energy k F R x y := by
  have h := (jahnTeller_relaxation (F := F) hk hs hR).2 ⟨(x, y), rfl⟩
  have h1 : (2 * p - 1) ^ 2 ≤ 1 := by nlinarith
  have h2 : F ^ 2 * (2 * p - 1) ^ 2 ≤ F ^ 2 :=
    mul_le_of_le_one_right (sq_nonneg F) h1
  have h3 : F ^ 2 * (2 * p - 1) ^ 2 / (2 * k) ≤ F ^ 2 / (2 * k) :=
    div_le_div_of_nonneg_right h2 (by positivity)
  exact le_trans (neg_le_neg h3) h

end

end JahnTellerFractionalOccupation
```

```lean
#print axioms JahnTellerFractionalOccupation.relaxed_distortion_iff
#print axioms JahnTellerFractionalOccupation.jahnTeller_relaxation
#print axioms JahnTellerFractionalOccupation.no_relaxation_iff
#print axioms JahnTellerFractionalOccupation.relaxation_bound
```

```
'JahnTellerFractionalOccupation.relaxed_distortion_iff' depends on axioms: [propext, Classical.choice, Quot.sound]
'JahnTellerFractionalOccupation.jahnTeller_relaxation' depends on axioms: [propext, Classical.choice, Quot.sound]
'JahnTellerFractionalOccupation.no_relaxation_iff' depends on axioms: [propext, Classical.choice, Quot.sound]
'JahnTellerFractionalOccupation.relaxation_bound' depends on axioms: [propext, Classical.choice, Quot.sound]
```

## Minimum energy and relaxed geometry

`jahnTeller_relaxation` states that the minimum of this energy over all real x and y is

E_min = −F²(2p−1)²/(2k).

Here `IsLeast` applied to the range of the energy means that the value is reached at some distortion and that no distortion goes below it. `relaxation_general` gives the same result for any two real occupations p and q, with (p−q)² in place of (2p−1)², and `relaxed_distortion_iff` shows that exactly one distortion reaches the minimum.

For F ≠ 0, `no_relaxation_iff` says that the minimum is zero exactly when p = 1/2. Equal occupations therefore remove the whole relaxation. Only `relaxation_bound` uses 0 ≤ p ≤ 1: the energy gain is then at most F²/(2k), the value for integer occupation.

## Occupations, coupling and stiffness

The matrix `coupling x y` is V. Its eigenvalues are ±√(x²+y²), so the distortion splits the doublet by 2|F|√(x²+y²). The constant k stands for the harmonic restoring force of the lattice, equal in both directions.

The diagonal entries R₀₀ and R₁₁ are the populations of the two basis orbitals, and R₀₁ is their coherence. `HasOccupations R p q` fixes the eigenvalues with multiplicity by requiring the characteristic polynomial to be (X−p)(X−q). Symmetry of R is a separate hypothesis, `IsSymm`. `occupations_witness` supplies such a matrix for every p and q, with the occupied orbitals rotated by any angle θ.

R is held fixed while x and y vary. Since the minimum depends on R only through its eigenvalues, letting the orbitals rotate as well, at fixed occupations, would not lower it further.

The hypotheses leave one step to the physics: that the total energy of an actual centre has this form, linear in R and in the distortion apart from the elastic term. Electron–electron interaction, quadratic coupling and the quantum motion of the nuclei are absent. Within this non-interacting linear model, an electronic-structure calculation that places half an electron in each orbital to keep the symmetric geometry misses the full Jahn–Teller energy F²/(2k).

## Completing the square

Multiplying out the trace and using R₁₀ = R₀₁ gives

Tr(R V) = (R₀₀ − R₁₁)x + 2R₀₁y.

Write d = R₀₀ − R₁₁ and c = R₀₁. Completing the square in each coordinate gives

E(x,y) = (k/2)[(x + Fd/k)² + (y + 2Fc/k)²] − F²(d² + 4c²)/(2k).

The trace of R is p+q and its determinant is pq, so

d² + 4c² = (R₀₀ + R₁₁)² − 4(R₀₀R₁₁ − c²) = (p+q)² − 4pq = (p−q)².

The squares are non-negative and vanish together only at

x = −Fd/k, y = −2Fc/k.

The minimum is therefore −F²(p−q)²/(2k), and q = 1−p turns p−q into 2p−1. For F ≠ 0 this is zero only if p = 1/2. If 0 ≤ p ≤ 1, then (2p−1)² ≤ 1, which gives the bound.

## The same steps in Lean

`anisotropy_sq` proves d² + 4c² = (p−q)². It evaluates both forms of the characteristic polynomial at 0, which gives the determinant, and at 1, which then gives the trace; `linear_combination` assembles the identity. `energy_eq_displaced` expands the trace and checks the completed square with `field_simp` and `ring`.

`relaxation_general` inserts the displaced centre to show that the value is reached, and uses `positivity` on the squares for the lower bound. `relaxed_distortion_iff` sets the sum of squares to zero and concludes that each square vanishes.

`jahnTeller_relaxation` substitutes q = 1−p. In `no_relaxation_iff`, a set has at most one least element, so a minimum of zero must equal the formula, which is strictly negative for p ≠ 1/2. `relaxation_bound` obtains (2p−1)² ≤ 1 by `nlinarith` and carries it through the formula. `occupations_witness` computes the trace and determinant of the rotated matrix from sin²θ + cos²θ = 1.
